# Coupled Oscillators and the Jaynes-Cummings Block: Equal Levels at One Excitation, Different Levels from Two Onwards

In the rotating-wave approximation, if a two-level emitter in a resonant single-mode cavity is replaced by a harmonic oscillator, the levels with one excitation come out right, and a model checked only there hides an error in every higher sector. For coupling $g>0$ and $n\ge 2$ excitations, the largest coupling energy becomes $gn$ instead of $g\sqrt n$.

```lean
import Mathlib

open MvPolynomial Matrix

namespace OscillatorsVersusJaynesCummings

noncomputable section

/-- The exchange coupling `g (x ∂/∂y + y ∂/∂x)` of two oscillators, acting on polynomials
in `x = X 0` and `y = X 1`. -/
def exchange (g : ℝ) : Module.End ℂ (MvPolynomial (Fin 2) ℂ) where
  toFun p := (g : ℂ) • (X 0 * pderiv 1 p + X 1 * pderiv 0 p)
  map_add' p q := by
    simp only [map_add, mul_add, smul_add]
    abel
  map_smul' c p := by
    simp only [Derivation.map_smul, mul_smul_comm, ← smul_add, RingHom.id_apply]
    rw [smul_comm]

/-- The product `(x + y)^(n - k) (x - y)^k` of powers of the two normal modes. -/
def normalMode (n k : ℕ) : MvPolynomial (Fin 2) ℂ :=
  (X 0 + X 1) ^ (n - k) * (X 0 - X 1) ^ k

/-- The span of the normal-mode products with `n` quanta. -/
abbrev modeSpan (n : ℕ) : Submodule ℂ (MvPolynomial (Fin 2) ℂ) :=
  Submodule.span ℂ (Set.range fun k : Fin (n + 1) => normalMode n k)

/-- The eigenvalues of the exchange coupling on homogeneous polynomials of degree `n`. -/
def oscillatorLevels (g : ℝ) (n : ℕ) : Set ℂ :=
  {μ | ∃ p : MvPolynomial (Fin 2) ℂ, p.IsHomogeneous n ∧ p ≠ 0 ∧ exchange g p = μ • p}

/-- The resonant Jaynes-Cummings coupling block with `n ≥ 1` excitations; at `n = 0` the formula
gives the zero matrix. -/
def jcBlock (g : ℝ) (n : ℕ) : Matrix (Fin 2) (Fin 2) ℂ :=
  !![0, ((g * √n : ℝ) : ℂ); ((g * √n : ℝ) : ℂ), 0]

/-- The eigenvalues of the Jaynes-Cummings block. -/
def jcLevels (g : ℝ) (n : ℕ) : Set ℂ :=
  {μ | ∃ v : Fin 2 → ℂ, v ≠ 0 ∧ jcBlock g n *ᵥ v = μ • v}

/-- The exchange coupling obeys the product rule. -/
theorem exchange_mul (g : ℝ) (p q : MvPolynomial (Fin 2) ℂ) :
    exchange g (p * q) = exchange g p * q + p * exchange g q := by
  change (g : ℂ) • (X 0 * pderiv 1 (p * q) + X 1 * pderiv 0 (p * q)) =
    ((g : ℂ) • (X 0 * pderiv 1 p + X 1 * pderiv 0 p)) * q +
      p * ((g : ℂ) • (X 0 * pderiv 1 q + X 1 * pderiv 0 q))
  simp only [Derivation.leibniz, smul_eq_mul, MvPolynomial.smul_eq_C_mul]
  ring

/-- If `p` is an eigenvector with eigenvalue `c`, then `p ^ a` is scaled by `a c`. -/
theorem exchange_pow (g : ℝ) (c : ℂ) (p : MvPolynomial (Fin 2) ℂ)
    (h : exchange g p = C c * p) (a : ℕ) :
    exchange g (p ^ a) = C ((a : ℂ) * c) * p ^ a := by
  induction a with
  | zero => simp [exchange]
  | succ a ih =>
    rw [pow_succ, exchange_mul, ih, h]
    simp only [Nat.cast_add, Nat.cast_one, map_add, map_mul, map_one]
    ring

/-- The product `(x + y)^(n - k) (x - y)^k` satisfies the eigenvalue equation with
eigenvalue `g (n - 2k)`. -/
theorem exchange_normalMode (g : ℝ) {n k : ℕ} (hk : k ≤ n) :
    exchange g (normalMode n k) = ((g : ℂ) * (n - 2 * k)) • normalMode n k := by
  have h01 : pderiv (1 : Fin 2) (X 0 : MvPolynomial (Fin 2) ℂ) = 0 :=
    pderiv_X_of_ne (by decide)
  have h10 : pderiv (0 : Fin 2) (X 1 : MvPolynomial (Fin 2) ℂ) = 0 :=
    pderiv_X_of_ne (by decide)
  have happ : ∀ p : MvPolynomial (Fin 2) ℂ,
      exchange g p = (g : ℂ) • (X 0 * pderiv 1 p + X 1 * pderiv 0 p) := fun _ => rfl
  -- the two normal modes have eigenvalues g and -g
  have hu : exchange g (X 0 + X 1) = C (g : ℂ) * (X 0 + X 1) := by
    rw [happ, map_add, map_add, h01, h10, pderiv_X_self, pderiv_X_self, smul_eq_C_mul]
    ring
  have hv : exchange g (X 0 - X 1) = C (-(g : ℂ)) * (X 0 - X 1) := by
    rw [happ, map_sub, map_sub, h01, h10, pderiv_X_self, pderiv_X_self, smul_eq_C_mul, map_neg]
    ring
  have hc : (C ((g : ℂ) * (n - 2 * k)) : MvPolynomial (Fin 2) ℂ) =
      C (((n - k : ℕ) : ℂ) * g) + C ((k : ℂ) * -(g : ℂ)) := by
    rw [← map_add, Nat.cast_sub hk]
    congr 1
    ring
  rw [normalMode, exchange_mul, exchange_pow g _ _ hu, exchange_pow g _ _ hv,
    smul_eq_C_mul, hc]
  ring

/-- Multiplying by `x` or by `y` takes the span with `n` quanta into that with `n + 1`. -/
theorem mul_mem_modeSpan {n : ℕ} {p : MvPolynomial (Fin 2) ℂ} (hp : p ∈ modeSpan n) :
    X 0 * p ∈ modeSpan (n + 1) ∧ X 1 * p ∈ modeSpan (n + 1) := by
  induction hp using Submodule.span_induction with
  | mem x h =>
    obtain ⟨k, rfl⟩ := h
    have hk := k.isLt
    have hu : normalMode (n + 1) k ∈ modeSpan (n + 1) :=
      Submodule.subset_span ⟨⟨k, by omega⟩, rfl⟩
    have hv : normalMode (n + 1) (k + 1) ∈ modeSpan (n + 1) :=
      Submodule.subset_span ⟨⟨k + 1, by omega⟩, rfl⟩
    have eu : normalMode (n + 1) k = (X 0 + X 1) * normalMode n k := by
      rw [normalMode, normalMode, show n + 1 - (k : ℕ) = n - k + 1 by omega]
      ring
    have ev : normalMode (n + 1) (k + 1) = (X 0 - X 1) * normalMode n k := by
      rw [normalMode, normalMode, show n + 1 - ((k : ℕ) + 1) = n - k by omega]
      ring
    -- 2x and 2y are the sum and difference of the normal modes
    constructor
    · apply (Submodule.smul_mem_iff _ (two_ne_zero' ℂ)).mp
      have e : (2 : ℂ) • (X 0 * normalMode n k) =
          normalMode (n + 1) k + normalMode (n + 1) (k + 1) := by
        rw [eu, ev, two_smul]
        ring
      exact e ▸ add_mem hu hv
    · apply (Submodule.smul_mem_iff _ (two_ne_zero' ℂ)).mp
      have e : (2 : ℂ) • (X 1 * normalMode n k) =
          normalMode (n + 1) k - normalMode (n + 1) (k + 1) := by
        rw [eu, ev, two_smul]
        ring
      exact e ▸ sub_mem hu hv
  | zero => simp
  | add x y _ _ hx hy =>
    rw [mul_add, mul_add]
    exact ⟨add_mem hx.1 hy.1, add_mem hx.2 hy.2⟩
  | smul c x _ hx =>
    rw [mul_smul_comm, mul_smul_comm]
    exact ⟨Submodule.smul_mem _ c hx.1, Submodule.smul_mem _ c hx.2⟩

/-- The products `(x + y)^(n - k) (x - y)^k`, `k = 0, …, n`, are linearly independent and
span the homogeneous polynomials of degree `n`. -/
theorem normalMode_basis (n : ℕ) :
    LinearIndependent ℂ (fun k : Fin (n + 1) => normalMode n k) ∧
      modeSpan n = homogeneousSubmodule (Fin 2) ℂ n := by
  constructor
  · -- eigenvectors with distinct eigenvalues are independent
    refine Module.End.eigenvectors_linearIndependent' (exchange 1)
      (fun k : Fin (n + 1) => ((1 : ℝ) : ℂ) * ((n : ℂ) - 2 * ((k : ℕ) : ℂ))) ?_ _ ?_
    · intro a b h
      have h' : ((1 : ℝ) : ℂ) * ((n : ℂ) - 2 * ((a : ℕ) : ℂ)) =
        ((1 : ℝ) : ℂ) * ((n : ℂ) - 2 * ((b : ℕ) : ℂ)) := h
      rw [Complex.ofReal_one] at h'
      have hab : ((a : ℕ) : ℂ) = ((b : ℕ) : ℂ) := by linear_combination (-1 / 2) * h'
      exact Fin.ext (by exact_mod_cast hab)
    · intro k
      refine ⟨Module.End.mem_eigenspace_iff.mpr
        (exchange_normalMode 1 (Nat.lt_succ_iff.mp k.isLt)), fun h => ?_⟩
      have := congrArg (eval ![(1 : ℂ), 0]) h
      simp [normalMode] at this
  · apply le_antisymm
    · rw [Submodule.span_le]
      rintro _ ⟨k, rfl⟩
      have hk := k.isLt
      have h := (((isHomogeneous_X ℂ (0 : Fin 2)).add (isHomogeneous_X ℂ 1)).pow
        (n - k)).mul (((isHomogeneous_X ℂ (0 : Fin 2)).sub (isHomogeneous_X ℂ 1)).pow k)
      rw [show 1 * (n - (k : ℕ)) + 1 * (k : ℕ) = n by omega] at h
      exact h
    · -- every monomial is built up from 1 by multiplications with x and y
      have key : ∀ a b m : ℕ, a + b = m →
          (X 0 ^ a * X 1 ^ b : MvPolynomial (Fin 2) ℂ) ∈ modeSpan m := by
        intro a
        induction a with
        | zero =>
          intro b
          induction b with
          | zero =>
            intro m hm
            obtain rfl : m = 0 := by omega
            exact Submodule.subset_span ⟨0, by simp [normalMode]⟩
          | succ b ih =>
            intro m hm
            obtain ⟨l, rfl⟩ : ∃ l, m = l + 1 := ⟨b, by omega⟩
            have h := (mul_mem_modeSpan (ih l (by omega))).2
            convert h using 1
            ring
        | succ a ih =>
          intro b m hm
          obtain ⟨l, rfl⟩ : ∃ l, m = l + 1 := ⟨a + b, by omega⟩
          have h := (mul_mem_modeSpan (ih b l (by omega))).1
          convert h using 1
          ring
      intro p hp
      have hp' : p.IsHomogeneous n := hp
      rw [p.as_sum]
      refine Submodule.sum_mem _ fun d hd => ?_
      have hw : Finsupp.weight (1 : Fin 2 → ℕ) d = n := hp' (mem_support_iff.mp hd)
      have hdeg : d 0 + d 1 = n := by
        simpa [Finsupp.weight_apply, Finsupp.sum_fintype, Fin.sum_univ_two] using hw
      have hm : monomial d (coeff d p) = coeff d p • (X 0 ^ d 0 * X 1 ^ d 1) := by
        rw [monomial_eq, Finsupp.prod_fintype, Fin.prod_univ_two, smul_eq_C_mul]
        intro i
        exact pow_zero _
      rw [hm]
      exact Submodule.smul_mem _ _ (key _ _ _ hdeg)

/-- The levels of the coupled oscillators with `n` quanta are exactly `g (n - 2k)` with
`k = 0, …, n`. -/
theorem oscillatorLevels_eq (g : ℝ) (n : ℕ) :
    oscillatorLevels g n = {μ | ∃ k : ℕ, k ≤ n ∧ μ = (g : ℂ) * (n - 2 * k)} := by
  obtain ⟨hli, hspan⟩ := normalMode_basis n
  ext μ
  constructor
  · rintro ⟨p, hp, hp0, hE⟩
    have hmem : p ∈ modeSpan n := by
      rw [hspan]
      exact hp
    obtain ⟨c, hc⟩ := (Submodule.mem_span_range_iff_exists_fun ℂ).mp hmem
    by_contra hno
    -- compare coefficients in the eigenbasis
    have hz : ∑ k : Fin (n + 1),
        (c k * ((g : ℂ) * (n - 2 * (k : ℕ)) - μ)) • normalMode n k = 0 := by
      rw [← sub_eq_zero.mpr hE, ← hc, map_sum, Finset.smul_sum, ← Finset.sum_sub_distrib]
      refine Finset.sum_congr rfl fun k _ => ?_
      rw [map_smul, exchange_normalMode g (Nat.lt_succ_iff.mp k.isLt)]
      module
    apply hp0
    rw [← hc]
    refine Finset.sum_eq_zero fun k _ => ?_
    rcases mul_eq_zero.mp (Fintype.linearIndependent_iff.mp hli _ hz k) with h | h
    · rw [h, zero_smul]
    · exact (hno ⟨k, Nat.lt_succ_iff.mp k.isLt, (sub_eq_zero.mp h).symm⟩).elim
  · rintro ⟨k, hk, rfl⟩
    have hmem : normalMode n k ∈ modeSpan n :=
      Submodule.subset_span ⟨⟨k, by omega⟩, rfl⟩
    rw [hspan] at hmem
    exact ⟨_, hmem, hli.ne_zero (⟨k, by omega⟩ : Fin (n + 1)), exchange_normalMode g hk⟩

/-- The levels of the Jaynes-Cummings block are exactly `g √n` and `-g √n`. -/
theorem jcLevels_eq (g : ℝ) (n : ℕ) :
    jcLevels g n = {((g * √n : ℝ) : ℂ), -((g * √n : ℝ) : ℂ)} := by
  unfold jcLevels jcBlock
  generalize ((g * √n : ℝ) : ℂ) = s
  ext μ
  constructor
  · rintro ⟨v, hv, h⟩
    have h0 : s * v 1 = μ * v 0 := by
      simpa [Matrix.mulVec, dotProduct, Fin.sum_univ_two] using congrFun h 0
    have h1 : s * v 0 = μ * v 1 := by
      simpa [Matrix.mulVec, dotProduct, Fin.sum_univ_two] using congrFun h 1
    -- the secular equation μ² = s²
    have hs : (μ - s) * (μ + s) = 0 := by
      by_contra hne
      apply hv
      have e0 : (μ - s) * (μ + s) * v 0 = 0 := by linear_combination -μ * h0 - s * h1
      have e1 : (μ - s) * (μ + s) * v 1 = 0 := by linear_combination -μ * h1 - s * h0
      ext i
      fin_cases i
      · exact (mul_eq_zero.mp e0).resolve_left hne
      · exact (mul_eq_zero.mp e1).resolve_left hne
    rcases mul_eq_zero.mp hs with h | h
    · exact Or.inl (sub_eq_zero.mp h)
    · exact Or.inr (eq_neg_of_add_eq_zero_left h)
  · rintro (rfl | rfl)
    · refine ⟨![1, 1], fun h => by simpa using congrFun h 0, ?_⟩
      ext i
      fin_cases i <;> simp [Matrix.mulVec, dotProduct, Fin.sum_univ_two]
    · refine ⟨![1, -1], fun h => by simpa using congrFun h 0, ?_⟩
      ext i
      fin_cases i <;> simp [Matrix.mulVec, dotProduct, Fin.sum_univ_two]

/-- For `g ≥ 0` the largest real level is `g n` for the coupled oscillators and `g √n` for the
Jaynes-Cummings block. -/
theorem largest_levels {g : ℝ} (hg : 0 ≤ g) (n : ℕ) :
    IsGreatest {E : ℝ | (E : ℂ) ∈ oscillatorLevels g n} (g * n) ∧
      IsGreatest {E : ℝ | (E : ℂ) ∈ jcLevels g n} (g * √n) := by
  rw [oscillatorLevels_eq, jcLevels_eq]
  refine ⟨⟨⟨0, Nat.zero_le n, by push_cast; ring⟩, ?_⟩, ⟨Or.inl rfl, ?_⟩⟩
  · rintro E ⟨k, _, h⟩
    have hE : E = g * (n - 2 * k) := by exact_mod_cast h
    rw [hE]
    nlinarith [mul_nonneg hg (Nat.cast_nonneg k : (0 : ℝ) ≤ k)]
  · have hs : 0 ≤ g * √n := mul_nonneg hg (Real.sqrt_nonneg _)
    rintro E (h | h)
    · exact (Complex.ofReal_injective h).le
    · have hE : E = -(g * √n) := by
        apply Complex.ofReal_injective
        rw [Complex.ofReal_neg]
        exact h
      linarith

/-- For `g > 0` and `n ≥ 2` the largest Jaynes-Cummings level lies strictly below the
largest level of the coupled oscillators. -/
theorem largest_jc_lt_oscillator {g : ℝ} (hg : 0 < g) {n : ℕ} (hn : 2 ≤ n) {E F : ℝ}
    (hE : IsGreatest {E : ℝ | (E : ℂ) ∈ oscillatorLevels g n} E)
    (hF : IsGreatest {E : ℝ | (E : ℂ) ∈ jcLevels g n} F) : F < E := by
  rw [hE.unique (largest_levels hg.le n).1, hF.unique (largest_levels hg.le n).2]
  have h2 : (2 : ℝ) ≤ n := by exact_mod_cast hn
  have hs : √(n : ℝ) < n := (Real.sqrt_lt' (by linarith)).mpr (by nlinarith)
  exact mul_lt_mul_of_pos_left hs hg

/-- For `g > 0` and at least one excitation, the coupled oscillators and the
Jaynes-Cummings block have the same levels exactly when `n = 1`. -/
theorem levels_coincide_iff {g : ℝ} (hg : 0 < g) {n : ℕ} (hn : 1 ≤ n) :
    oscillatorLevels g n = jcLevels g n ↔ n = 1 := by
  constructor
  · intro h
    by_contra h1
    have hE := (largest_levels hg.le n).1
    have hF := hE
    rw [h] at hF
    exact lt_irrefl _ (largest_jc_lt_oscillator hg (by omega) hE hF)
  · rintro rfl
    rw [oscillatorLevels_eq, jcLevels_eq]
    simp only [Nat.cast_one, Real.sqrt_one, mul_one]
    ext μ
    constructor
    · rintro ⟨k, hk, rfl⟩
      obtain rfl | rfl : k = 0 ∨ k = 1 := by omega
      · exact Or.inl (by push_cast; ring)
      · exact Or.inr (Set.mem_singleton_iff.mpr (by push_cast; ring))
    · rintro (h | h)
      · exact ⟨0, by omega, by rw [h]; push_cast; ring⟩
      · exact ⟨1, le_rfl, by rw [h]; push_cast; ring⟩

end

end OscillatorsVersusJaynesCummings
```

```lean
#print axioms OscillatorsVersusJaynesCummings.levels_coincide_iff
```

```
'OscillatorsVersusJaynesCummings.levels_coincide_iff' depends on axioms: [propext, Classical.choice, Quot.sound]
```

## Levels in a sector with n quanta

The oscillator operator is

$$H = g\,(x\,\partial_y + y\,\partial_x),$$

acting on complex polynomials in $x$ and $y$. The sector with $n$ quanta consists of the homogeneous polynomials of degree $n$. Write

$$P_{n,k}=(x+y)^{n-k}(x-y)^k,\qquad k=0,\dots,n.$$

The theorems `exchange_normalMode` and `normalMode_basis` say that these products satisfy $HP_{n,k}=g(n-2k)P_{n,k}$, are linearly independent and span the sector. By `oscillatorLevels_eq`, the numbers $g(n-2k)$ are all the eigenvalues there. These statements hold for every real $g$.

The Jaynes-Cummings block has zeros on its diagonal and $g\sqrt n$ off it. By `jcLevels_eq`, its eigenvalues are exactly $\pm g\sqrt n$.

For $g>0$, `largest_jc_lt_oscillator` says that the largest oscillator level is strictly the higher one whenever $n\ge2$. For $g>0$ and $n\ge1$, `levels_coincide_iff` says that the two sets of levels are equal exactly when $n=1$.

## Polynomials as oscillator states

Multiplication by $x$ and $y$ plays the part of the creation operators $a^\dagger$ of the cavity mode and $b^\dagger$ of the harmonic emitter, while $\partial_x$ and $\partial_y$ play the part of $a$ and $b$. Thus `exchange g` is the resonant exchange coupling $g(a^\dagger b+b^\dagger a)$. In Lean, `X 0` is $x$, `X 1` is $y$, and `pderiv` is the partial derivative.

The file uses no inner product. In the usual one, where $x^jy^l/\sqrt{j!\,l!}$ is the normalised number state with $j$ quanta in the cavity mode and $l$ in the emitter, the normalised eigenstates are

$$\frac{(x+y)^{n-k}(x-y)^k}{\sqrt{2^n\,(n-k)!\,k!}}.$$

For $n\ge1$, `jcBlock g n` acts on the amplitudes of two states: emitter excited with $n-1$ photons, and emitter in its ground state with $n$ photons. The factor $\sqrt n$ comes from the photon creation and annihilation operators. The block is entered directly as a matrix, not derived from a Hamiltonian on the full space.

Both models have $\hbar=1$, exact resonance and the same real $g$, which sets the rate of exchange of one quantum. The energy common to all states of a sector is subtracted. Counter-rotating terms and losses are absent.

`oscillatorLevels` and `jcLevels` are sets of complex numbers defined by nonzero eigenvectors, so they do not record multiplicities. To speak of a largest level, `largest_levels` restricts them to real energies.

Within this lossless single-cavity-mode model, the one-excitation splitting $2g$ cannot tell a harmonic emitter from a two-level one, whereas the levels at any fixed $n\ge2$ can.

## Normal modes give the oscillator spectrum

Let $u=x+y$ and $v=x-y$. Direct differentiation gives

$$Hu=g(x+y)=gu,\qquad Hv=g(-x+y)=-gv.$$

Since each term of $H$ is a polynomial times a single first derivative, $H$ obeys the product rule $H(pq)=(Hp)q+p(Hq)$. Induction on the power gives $H(u^a)=ag\,u^a$ and $H(v^k)=-kg\,v^k$. Hence

$$H(u^{n-k}v^k)=\big[(n-k)g-kg\big]u^{n-k}v^k=g(n-2k)\,u^{n-k}v^k.$$

These steps are `exchange_mul`, `exchange_pow` and `exchange_normalMode`; `ring` collects the polynomial terms.

For independence, set $g=1$. The eigenvalues $n-2k$ are then distinct, and each $P_{n,k}$ is nonzero because its value at $(x,y)=(1,0)$ is $1$. Eigenvectors with distinct eigenvalues are independent. The products do not depend on $g$, so this settles their independence once and for all.

Each product is homogeneous of degree $n$, so their span lies in the sector. For the converse, use $2x=u+v$ and $2y=u-v$:

$$2xP_{n,k}=P_{n+1,k}+P_{n+1,k+1},\qquad 2yP_{n,k}=P_{n+1,k}-P_{n+1,k+1}.$$

Multiplication by $x$ or $y$ therefore takes the span at degree $n$ into the span at degree $n+1$, which is `mul_mem_modeSpan`. Starting from $P_{0,0}=1$, repeated multiplication reaches every monomial $x^ay^b$ with $a+b=n$, and linear combinations of these give the whole sector. The two nested inductions in `normalMode_basis` count the factors of $x$ and $y$.

Now let $p=\sum_k c_kP_{n,k}$ be nonzero with $Hp=\mu p$. Subtracting the two sides gives

$$\sum_{k=0}^n c_k\big[g(n-2k)-\mu\big]P_{n,k}=0.$$

By independence every coefficient vanishes. If $\mu$ differed from all the $g(n-2k)$, every $c_k$ would be zero, contradicting $p\ne0$. The proof of `oscillatorLevels_eq` makes this comparison of coefficients.

## The two-state block and the comparison

Put $s=g\sqrt n$ and let $(v_0,v_1)$ be an eigenvector of the block. Then $sv_1=\mu v_0$ and $sv_0=\mu v_1$, so

$$\mu^2v_0=\mu s v_1=s^2v_0,\qquad \mu^2v_1=\mu s v_0=s^2v_1.$$

At least one component is nonzero, hence $\mu^2=s^2$ and $\mu=\pm s$. Both values occur, with normalised eigenvectors $(1,\pm1)/\sqrt2$; Lean uses them without the factor $1/\sqrt2$. In `jcLevels_eq`, `linear_combination` derives $(\mu^2-s^2)v_0=0$ and $(\mu^2-s^2)v_1=0$ from the two component equations, and the secular equation $\mu^2=s^2$ follows because the vector is nonzero.

For $g\ge0$, the difference $gn-g(n-2k)=2gk$ is nonnegative, so $gn$ is the largest oscillator level. The largest level of the block is $g\sqrt n$. If $n\ge2$, then $n<n^2$, so $\sqrt n<n$, and multiplication by $g>0$ gives the strict inequality. Equal sets would have equal largest elements, so for $n\ge1$ they can agree only at $n=1$. There both sets are $\{g,-g\}$.

At $n=0$ both definitions give the single level $0$, which is why the equivalence assumes $n\ge1$. The physical Jaynes-Cummings sector with no excitations contains just one state, although the matrix definition still supplies a $2\times2$ zero block.

The normal-mode argument also handles oscillators with different frequencies $\omega_a$ and $\omega_b$, a case that the file leaves aside. For $g>0$ the two normal-mode frequencies are

$$\lambda_\pm=\frac{\omega_a+\omega_b}{2}\pm\sqrt{g^2+\frac{(\omega_a-\omega_b)^2}{4}},$$

and the levels with $n$ quanta are $(n-k)\lambda_++k\lambda_-$, measured from the vacuum energy.
